# The second-order coefficient of the picture-change error for a small component $tX\varphi$

## A fixed coupling and one small parameter

The small component is written as $tX\varphi$, where $\varphi$ is the large component, $X$ is a fixed bounded operator and $t$ is a real number. All dependence on the strength of relativity is thereby put into $t$, which plays the role of $1/c$ in suitable units. In an atom, both the operator that couples the components and the state itself would also change with $c$; here $X$ and $\varphi$ stay the same as $t$ tends to zero.

The large components form a complex Hilbert space $E$ and the small components a complex Hilbert space $F$, so $X$ maps $E$ to $F$. Inner products are conjugate-linear in the first argument. Write $G=X^\dagger X$. The four-component state $(\varphi,tX\varphi)$ has squared norm
$$\|\varphi\|^2+t^2\|X\varphi\|^2=\langle\varphi,(1+t^2G)\varphi\rangle .$$
Let $R_t$ be the positive square root of $1+t^2G$. The two-component state $R_t\varphi$ then has the same norm as the four-component one.

## The error made by an untransformed operator

Consider a property that acts as $A$ on the large component and as $B$ on the small one, such as a potential. Its four-component expectation value is $\langle\varphi,A\varphi\rangle+t^2\langle X\varphi,BX\varphi\rangle$. A two-component calculation that leaves the operator untransformed evaluates $\langle R_t\varphi,AR_t\varphi\rangle$ instead. The difference is the picture-change error,
$$\Delta(t)=\langle R_t\varphi,AR_t\varphi\rangle-\langle\varphi,A\varphi\rangle-t^2\langle X\varphi,BX\varphi\rangle .$$

For bounded self-adjoint $A$ and bounded $B$, the result is
$$\lim_{t\to0,\;t\neq0}\frac{\Delta(t)}{t^2}=L,\qquad L=\operatorname{Re}\langle G\varphi,A\varphi\rangle-\langle X\varphi,BX\varphi\rangle .$$
These are unnormalised values. For $\varphi\neq0$, both states have the squared norm $\|\varphi\|^2+t^2\|X\varphi\|^2$, so the error in the normalised expectation value, divided by $t^2$, tends to $L/\|\varphi\|^2$.

For relativistic property calculations, this gives the size of the error from an untransformed operator in a one-particle model with bounded operators and fixed $X$: it is generally of second order in $t$.

## Derivation by expanding the square root

**The change of the state.** Since $1+t^2G$ is positive, $R_t^2=1+t^2G$. For a vector $v$ in $E$, put $w=R_tv-v$. Then
$$(R_t+1)w=R_t^2v-v=t^2Gv .$$
Positivity of $R_t$ gives
$$\|(R_t+1)w\|^2=\|R_tw\|^2+2\operatorname{Re}\langle R_tw,w\rangle+\|w\|^2\ge\|w\|^2,$$
and therefore $\|R_tv-v\|\le t^2\|Gv\|$.

**The second-order term.** From $R_tw+w=t^2Gv$ it follows that
$$w-\tfrac{t^2}{2}Gv=-\tfrac12(R_tw-w).$$
The first bound, applied to $w$ and then to $v$, gives
$$\left\|R_tv-v-\tfrac{t^2}{2}Gv\right\|\le\tfrac{t^2}{2}\|Gw\|\le\tfrac{t^2}{2}\|G\|\,\|w\|\le\tfrac{t^4}{2}\|G\|\,\|Gv\| .$$

**The expectation value.** Now put $d=R_t\varphi-\varphi$ and $r=d-\tfrac{t^2}{2}G\varphi$. Because $A$ is self-adjoint,
$$\langle R_t\varphi,AR_t\varphi\rangle-\langle\varphi,A\varphi\rangle=\langle d,A\varphi\rangle+\langle A\varphi,d\rangle+\langle d,Ad\rangle .$$
The part $\tfrac{t^2}{2}G\varphi$ of $d$ contributes $t^2\operatorname{Re}\langle G\varphi,A\varphi\rangle$ to the first two terms. Subtracting the small-component term leaves
$$\Delta(t)-t^2L=\langle r,A\varphi\rangle+\langle A\varphi,r\rangle+\langle d,Ad\rangle .$$
The bounds on $r$ and $d$ now yield
$$|\Delta(t)-t^2L|\le t^4\left(\|G\|\,\|G\varphi\|\,\|A\varphi\|+\|A\|\,\|G\varphi\|^2\right).$$
Division by $t^2$ leaves a remainder of order $t^2$, which tends to zero.

## When the coefficient vanishes and when it does not

If $B$ is self-adjoint too, $\langle X\varphi,BX\varphi\rangle$ is real. With $\langle G\varphi,A\varphi\rangle=\langle X\varphi,XA\varphi\rangle$, the coefficient becomes
$$L=\operatorname{Re}\langle X\varphi,(XA-BX)\varphi\rangle .$$
It vanishes, for example, when $XA=BX$.

For $A=1$ and $B=0$, the property is the weight of the large component. Equality of the norms gives $\Delta(t)=t^2\|X\varphi\|^2$ exactly. The order $t^2$ therefore cannot be improved in general.

## Transition elements, and an operator that is not self-adjoint

The same expansion, used for two states $\psi$ and $\varphi$, gives a result for transition elements that is derived here by hand only. For any bounded $A$ and $B$,
$$\frac{\langle R_t\psi,AR_t\varphi\rangle-\langle\psi,A\varphi\rangle-t^2\langle X\psi,BX\varphi\rangle}{t^2}\to\tfrac12\left(\langle G\psi,A\varphi\rangle+\langle\psi,AG\varphi\rangle\right)-\langle X\psi,BX\varphi\rangle .$$

With $\psi=\varphi$, this agrees with $L$ exactly when $\langle\varphi,AG\varphi\rangle=\langle A\varphi,G\varphi\rangle$. Self-adjointness of $A$ ensures this equality; without it, the formula for $L$ can fail. Take $E=F=\mathbb C$, $X=1$, $\varphi=1$, $A=i$ and $B=0$. Then $\Delta(t)=i(1+t^2)-i=it^2$, so the quotient is $i$, whereas $L=\operatorname{Re}(i)=0$.

## The statement in Lean

The type `E →L[ℂ] F` consists of the bounded linear operators from $E$ to $F$. Matrices in orthonormal bases are the finite-dimensional case. The definitions correspond to the physics as follows:

- `overlap X` is $G=X^\dagger X$, not the overlap matrix of a basis set.
- `metric X t` is $1+t^2G$.
- `renorm X t` is $R_t$, defined as Mathlib's operator square root `CFC.sqrt`.
- `pictureChangeError X A B φ t` is $\Delta(t)$.

The main theorem is `tendsto_pictureChangeError`. Its hypothesis `hA` says that $A$ is self-adjoint, while $B$ is any bounded operator, so the limit may be complex. The filter `𝓝[≠] 0` lets $t$ approach zero from both sides without taking the value zero.

No Dirac equation enters, and $X$ need not decouple any Hamiltonian. The unbounded momentum operator and the unbounded Coulomb potential are excluded unless a finite basis or another regularisation makes them bounded. Operators that mix large and small components, and the interaction between electrons, are also absent.

```lean
import Mathlib

open scoped InnerProductSpace Topology
open Filter

namespace PictureChange

noncomputable section

variable {E F : Type*} [NormedAddCommGroup E] [InnerProductSpace ℂ E] [CompleteSpace E]
  [NormedAddCommGroup F] [InnerProductSpace ℂ F] [CompleteSpace F]

/-- The operator `X†X` on the large component, where `X` couples large to small components. -/
def overlap (X : E →L[ℂ] F) : E →L[ℂ] E := ContinuousLinearMap.adjoint X ∘L X

/-- The metric `1 + t² X†X` of the large component when the small component is `t X φ`. -/
def metric (X : E →L[ℂ] F) (t : ℝ) : E →L[ℂ] E := 1 + ((t : ℂ) ^ 2) • overlap X

/-- The renormalisation operator `R_t`, the positive square root of `1 + t² X†X`. -/
def renorm (X : E →L[ℂ] F) (t : ℝ) : E →L[ℂ] E := CFC.sqrt (metric X t)

/-- The picture-change error: the expectation value of the untransformed `A` in the
two-component state `R_t φ`, minus that of `diag(A, B)` in the four-component state
`(φ, t X φ)`. -/
def pictureChangeError (X : E →L[ℂ] F) (A : E →L[ℂ] E) (B : F →L[ℂ] F) (φ : E) (t : ℝ) : ℂ :=
  ⟪renorm X t φ, A (renorm X t φ)⟫_ℂ
    - (⟪φ, A φ⟫_ℂ + ⟪(t : ℂ) • X φ, B ((t : ℂ) • X φ)⟫_ℂ)

omit [CompleteSpace E] in
/-- The inner product of a state with itself is its squared norm. -/
theorem inner_self_ofReal (x : E) : ⟪x, x⟫_ℂ = ((‖x‖ ^ 2 : ℝ) : ℂ) :=
  (inner_self_eq_norm_sq_to_K x).trans (Complex.ofReal_pow _ _).symm

/-- The expectation value of the metric is the squared norm of the large component plus that
of the small component. -/
theorem inner_metric (X : E →L[ℂ] F) (t : ℝ) (x : E) :
    ⟪metric X t x, x⟫_ℂ = ((‖x‖ ^ 2 + t ^ 2 * ‖X x‖ ^ 2 : ℝ) : ℂ) := by
  have h : metric X t x = x + ((t : ℂ) ^ 2) • ContinuousLinearMap.adjoint X (X x) := rfl
  rw [h, inner_add_left, inner_smul_left, ContinuousLinearMap.adjoint_inner_left,
    inner_self_ofReal, inner_self_ofReal, map_pow, Complex.conj_ofReal]
  push_cast
  rfl

/-- Applying the renormalisation operator twice gives the metric: `R_t² = 1 + t² X†X`. -/
theorem renorm_renorm (X : E →L[ℂ] F) (t : ℝ) (v : E) :
    renorm X t (renorm X t v) = v + ((t : ℂ) ^ 2) • overlap X v := by
  -- the metric is a positive operator, so its square root is a genuine one
  have hpos : 0 ≤ metric X t := by
    rw [ContinuousLinearMap.nonneg_iff_isPositive, ContinuousLinearMap.isPositive_iff_complex]
    intro x
    rw [inner_metric]
    refine ⟨rfl, ?_⟩
    change (0 : ℝ) ≤ ‖x‖ ^ 2 + t ^ 2 * ‖X x‖ ^ 2
    positivity
  exact DFunLike.congr_fun (CFC.sqrt_mul_sqrt_self (metric X t) hpos) v

/-- The two-component state `R_t φ` has the same norm as the four-component state
`(φ, t X φ)`. -/
theorem norm_renorm_sq (X : E →L[ℂ] F) (t : ℝ) (φ : E) :
    ‖renorm X t φ‖ ^ 2 = ‖φ‖ ^ 2 + t ^ 2 * ‖X φ‖ ^ 2 := by
  have hsa : IsSelfAdjoint (renorm X t) := IsSelfAdjoint.of_nonneg (CFC.sqrt_nonneg _)
  have hs : ⟪renorm X t (renorm X t φ), φ⟫_ℂ = ⟪renorm X t φ, renorm X t φ⟫_ℂ :=
    ContinuousLinearMap.isSelfAdjoint_iff_isSymmetric.1 hsa (renorm X t φ) φ
  have hm : renorm X t (renorm X t φ) = metric X t φ := renorm_renorm X t φ
  apply Complex.ofReal_injective
  rw [← inner_self_ofReal, ← hs, hm, inner_metric]

/-- Renormalisation changes a state by at most `t² ‖X†X v‖`. -/
theorem norm_renorm_sub_le (X : E →L[ℂ] F) (t : ℝ) (v : E) :
    ‖renorm X t v - v‖ ≤ t ^ 2 * ‖overlap X v‖ := by
  have hw : renorm X t (renorm X t v - v) + (renorm X t v - v)
      = ((t : ℂ) ^ 2) • overlap X v := by
    rw [map_sub, renorm_renorm]
    abel
  have hn : ‖((t : ℂ) ^ 2) • overlap X v‖ = t ^ 2 * ‖overlap X v‖ := by
    rw [norm_smul, norm_pow, Complex.norm_real, Real.norm_eq_abs, sq_abs]
  rw [← hn, ← hw]
  generalize renorm X t v - v = w
  -- positivity of `R_t` gives `‖w‖ ≤ ‖(R_t + 1) w‖`
  have hp : 0 ≤ RCLike.re ⟪renorm X t w, w⟫_ℂ :=
    ((ContinuousLinearMap.isPositive_iff_complex _).1
      ((ContinuousLinearMap.nonneg_iff_isPositive _).1 (CFC.sqrt_nonneg (metric X t))) w).2
  have h2 := norm_add_sq (𝕜 := ℂ) (renorm X t w) w
  refine le_of_not_gt fun h => ?_
  nlinarith [norm_nonneg (renorm X t w + w), sq_nonneg ‖renorm X t w‖]

/-- To second order in `t`, `R_t` is `1 + t² X†X / 2`, with an explicit bound of order `t⁴`
on the remainder. -/
theorem renorm_second_order (X : E →L[ℂ] F) (t : ℝ) (v : E) :
    ‖renorm X t v - v - ((t : ℂ) ^ 2 / 2) • overlap X v‖
      ≤ t ^ 4 / 2 * (‖overlap X‖ * ‖overlap X v‖) := by
  have hw : renorm X t (renorm X t v - v) + (renorm X t v - v)
      = ((t : ℂ) ^ 2) • overlap X v := by
    rw [map_sub, renorm_renorm]
    abel
  -- the remainder is `-(R_t - 1)² v / 2`
  have he : renorm X t v - v - ((t : ℂ) ^ 2 / 2) • overlap X v
      = (-(1 / 2) : ℂ) • (renorm X t (renorm X t v - v) - (renorm X t v - v)) := by
    linear_combination (norm := module) (1 / 2 : ℂ) • hw
  have hc : ‖(-(1 / 2) : ℂ)‖ = 1 / 2 := by norm_num
  rw [he, norm_smul, hc]
  calc 1 / 2 * ‖renorm X t (renorm X t v - v) - (renorm X t v - v)‖
      ≤ 1 / 2 * (t ^ 2 * ‖overlap X (renorm X t v - v)‖) := by
        gcongr
        exact norm_renorm_sub_le X t _
    _ ≤ 1 / 2 * (t ^ 2 * (‖overlap X‖ * (t ^ 2 * ‖overlap X v‖))) := by
        gcongr
        exact (ContinuousLinearMap.le_opNorm _ _).trans
          (mul_le_mul_of_nonneg_left (norm_renorm_sub_le X t v) (norm_nonneg _))
    _ = t ^ 4 / 2 * (‖overlap X‖ * ‖overlap X v‖) := by ring

/-- For self-adjoint `A`, the picture-change error equals its `t²` term up to an explicit
remainder of order `t⁴`. -/
theorem pictureChangeError_expansion (X : E →L[ℂ] F) {A : E →L[ℂ] E} (hA : IsSelfAdjoint A)
    (B : F →L[ℂ] F) (φ : E) (t : ℝ) :
    ‖pictureChangeError X A B φ t
        - (t : ℂ) ^ 2 * (((⟪overlap X φ, A φ⟫_ℂ).re : ℂ) - ⟪X φ, B (X φ)⟫_ℂ)‖
      ≤ t ^ 4 * (‖overlap X‖ * ‖overlap X φ‖ * ‖A φ‖ + ‖A‖ * ‖overlap X φ‖ ^ 2) := by
  have hs := ContinuousLinearMap.isSelfAdjoint_iff_isSymmetric.1 hA
  have h1 : ⟪A φ, renorm X t φ⟫_ℂ = ⟪φ, A (renorm X t φ)⟫_ℂ := hs φ (renorm X t φ)
  have h2 : ⟪A φ, φ⟫_ℂ = ⟪φ, A φ⟫_ℂ := hs φ φ
  have hcast : (t : ℂ) ^ 2 / 2 = ((t ^ 2 / 2 : ℝ) : ℂ) := by norm_cast
  have hc : (starRingEnd ℂ) ((t : ℂ) ^ 2 / 2) = (t : ℂ) ^ 2 / 2 := by
    rw [hcast, Complex.conj_ofReal]
  -- split off the change of the state that is of second order in `t`
  have key : pictureChangeError X A B φ t
        - (t : ℂ) ^ 2 * (((⟪overlap X φ, A φ⟫_ℂ).re : ℂ) - ⟪X φ, B (X φ)⟫_ℂ)
      = ⟪renorm X t φ - φ - ((t : ℂ) ^ 2 / 2) • overlap X φ, A φ⟫_ℂ
        + ⟪A φ, renorm X t φ - φ - ((t : ℂ) ^ 2 / 2) • overlap X φ⟫_ℂ
        + ⟪renorm X t φ - φ, A (renorm X t φ - φ)⟫_ℂ := by
    rw [Complex.re_eq_add_conj, inner_conj_symm]
    simp only [pictureChangeError, map_sub, map_smul, inner_sub_left, inner_sub_right,
      inner_smul_left, inner_smul_right, hc, Complex.conj_ofReal]
    linear_combination h2 - h1
  have b1 := (norm_inner_le_norm (𝕜 := ℂ)
    (renorm X t φ - φ - ((t : ℂ) ^ 2 / 2) • overlap X φ) (A φ)).trans
    (mul_le_mul_of_nonneg_right (renorm_second_order X t φ) (norm_nonneg _))
  have b2 := b1
  rw [norm_inner_symm] at b2
  have hr := norm_renorm_sub_le X t φ
  have b3 : ‖⟪renorm X t φ - φ, A (renorm X t φ - φ)⟫_ℂ‖
      ≤ (t ^ 2 * ‖overlap X φ‖) * (‖A‖ * (t ^ 2 * ‖overlap X φ‖)) := by
    refine (norm_inner_le_norm _ _).trans (mul_le_mul hr ?_ (norm_nonneg _) (by positivity))
    exact (A.le_opNorm _).trans (mul_le_mul_of_nonneg_left hr (norm_nonneg _))
  rw [key]
  refine norm_add₃_le.trans ?_
  linarith

/-- For self-adjoint `A`, the picture-change error divided by `t²` tends to
`Re⟨X†Xφ, Aφ⟩ - ⟨Xφ, B Xφ⟩` as `t` tends to zero. -/
theorem tendsto_pictureChangeError (X : E →L[ℂ] F) {A : E →L[ℂ] E} (hA : IsSelfAdjoint A)
    (B : F →L[ℂ] F) (φ : E) :
    Tendsto (fun t : ℝ => pictureChangeError X A B φ t / (t : ℂ) ^ 2) (𝓝[≠] 0)
      (𝓝 (((⟪overlap X φ, A φ⟫_ℂ).re : ℂ) - ⟪X φ, B (X φ)⟫_ℂ)) := by
  have hb := pictureChangeError_expansion X hA B φ
  generalize ((⟪overlap X φ, A φ⟫_ℂ).re : ℂ) - ⟪X φ, B (X φ)⟫_ℂ = L at hb ⊢
  generalize ‖overlap X‖ * ‖overlap X φ‖ * ‖A φ‖ + ‖A‖ * ‖overlap X φ‖ ^ 2 = C at hb
  have hcont : Continuous fun t : ℝ => t ^ 2 * C := by fun_prop
  have hlim : Tendsto (fun t : ℝ => t ^ 2 * C) (𝓝[≠] 0) (𝓝 0) :=
    (hcont.tendsto' 0 0 (by simp)).mono_left nhdsWithin_le_nhds
  rw [tendsto_iff_norm_sub_tendsto_zero]
  refine squeeze_zero' (Eventually.of_forall fun _ => norm_nonneg _) ?_ hlim
  filter_upwards [self_mem_nhdsWithin] with t ht
  have ht0 : t ≠ 0 := ht
  have htc : (t : ℂ) ^ 2 ≠ 0 := pow_ne_zero 2 (Complex.ofReal_ne_zero.2 ht0)
  -- divide the remainder of order `t⁴` by `t²`
  have he : pictureChangeError X A B φ t / (t : ℂ) ^ 2 - L
      = (pictureChangeError X A B φ t - (t : ℂ) ^ 2 * L) / (t : ℂ) ^ 2 := by
    rw [sub_div, mul_div_cancel_left₀ _ htc]
  rw [he, norm_div, norm_pow, Complex.norm_real, Real.norm_eq_abs, sq_abs,
    div_le_iff₀ (by positivity)]
  exact (hb t).trans (le_of_eq (by ring))

/-- For self-adjoint `B`, the expression `Re⟨X†Xφ, Aφ⟩ - ⟨Xφ, B Xφ⟩` is the real part of the matrix
element of `XA - BX` between `Xφ` and `φ`. -/
theorem leading_coefficient_eq (X : E →L[ℂ] F) (A : E →L[ℂ] E) {B : F →L[ℂ] F}
    (hB : IsSelfAdjoint B) (φ : E) :
    ((⟪overlap X φ, A φ⟫_ℂ).re : ℂ) - ⟪X φ, B (X φ)⟫_ℂ
      = ((⟪X φ, X (A φ) - B (X φ)⟫_ℂ).re : ℂ) := by
  have hG : ⟪overlap X φ, A φ⟫_ℂ = ⟪X φ, X (A φ)⟫_ℂ :=
    ContinuousLinearMap.adjoint_inner_left X (A φ) (X φ)
  -- the expectation value of `B` is real
  have hreal : ((⟪X φ, B (X φ)⟫_ℂ).re : ℂ) = ⟪X φ, B (X φ)⟫_ℂ := by
    apply Complex.conj_eq_iff_re.1
    rw [inner_conj_symm]
    exact ContinuousLinearMap.isSelfAdjoint_iff_isSymmetric.1 hB (X φ) (X φ)
  rw [inner_sub_right, Complex.sub_re, Complex.ofReal_sub, hreal, hG]

/-- For `A = 1` and `B = 0` the picture-change error is exactly `t² ‖Xφ‖²`. -/
theorem pictureChangeError_one_zero (X : E →L[ℂ] F) (φ : E) (t : ℝ) :
    pictureChangeError X 1 0 φ t = ((t ^ 2 * ‖X φ‖ ^ 2 : ℝ) : ℂ) := by
  have h : pictureChangeError X 1 0 φ t = ⟪renorm X t φ, renorm X t φ⟫_ℂ
      - (⟪φ, φ⟫_ℂ + ⟪(t : ℂ) • X φ, (0 : F)⟫_ℂ) := rfl
  rw [h, inner_zero_right, inner_self_ofReal, inner_self_ofReal, norm_renorm_sq,
    Complex.ofReal_add]
  ring

end

end PictureChange
```

```lean
#print axioms PictureChange.pictureChangeError_expansion
-- 'PictureChange.pictureChangeError_expansion' depends on axioms: [propext, Classical.choice, Quot.sound]
#print axioms PictureChange.tendsto_pictureChangeError
-- 'PictureChange.tendsto_pictureChangeError' depends on axioms: [propext, Classical.choice, Quot.sound]
#print axioms PictureChange.leading_coefficient_eq
-- 'PictureChange.leading_coefficient_eq' depends on axioms: [propext, Classical.choice, Quot.sound]
#print axioms PictureChange.pictureChangeError_one_zero
-- 'PictureChange.pictureChangeError_one_zero' depends on axioms: [propext, Classical.choice, Quot.sound]
```

## From the metric to the limit in the code

**The square root.** `inner_self_ofReal` and `inner_metric` compute the quadratic form of the metric by moving $X^\dagger$ across the inner product. `renorm_renorm` uses this form to prove that the metric is positive. Only then does `CFC.sqrt_mul_sqrt_self` give $R_t^2=1+t^2G$, since `CFC.sqrt` is also defined for operators that have no positive square root. `norm_renorm_sq` combines this identity with the self-adjointness of $R_t$ to obtain the equality of norms.

**The two bounds.** In `norm_renorm_sub_le`, `hw` is the equation $(R_t+1)w=t^2Gv$, and `hp` is the positivity of $R_t$. The expansion of the squared norm is `h2`, from which `nlinarith` derives the inequality by contradiction. In `renorm_second_order`, `he` rewrites the remainder as $-\tfrac12(R_tw-w)$, and the `calc` block applies the first bound twice.

**The expansion.** In `pictureChangeError_expansion`, `key` is the exact formula for $\Delta(t)-t^2L$. The self-adjointness of $A$ enters through `h1` and `h2`. The estimates `b1`, `b2` and `b3` bound the three terms by the Cauchy–Schwarz inequality, and `linarith` adds them.

**The limit and the special cases.** `tendsto_pictureChangeError` divides the remainder by $t^2$ and applies `squeeze_zero'`, with $t^2$ times a constant as the upper bound. `leading_coefficient_eq` proves in `hreal` that the expectation value of a self-adjoint $B$ is real, then rewrites $L$ with $XA-BX$. `pictureChangeError_one_zero` inserts the equality of norms into the definition of the error.
